# The Half-Filled Hubbard Dimer in Mean Field: Continuous Slope and a Jump in Curvature at $U=2t$

Let $t>0$ be the hopping, $U$ the on-site repulsion and $m\in[-1,1]$ the staggered magnetisation of a half-filled Hubbard dimer, with mean-field energy $E(U,m)=-2t\sqrt{1-m^2}+U(1-m^2)/2$. The Hartree-Fock energy $W(U)$ is the infimum of $E(U,m)$ over $m$, and primes denote derivatives with respect to $U$ at fixed $t$.

In Lean 4 with Mathlib:

```lean
import Mathlib

open Set Filter Topology

namespace HubbardDimerOnset

noncomputable section

/-- Mean-field energy of the half-filled Hubbard dimer with hopping `t`, repulsion `U` and
staggered magnetisation `m`, for `m` between `-1` and `1`. -/
def energy (t U m : ℝ) : ℝ := -2 * t * Real.sqrt (1 - m ^ 2) + U * (1 - m ^ 2) / 2

/-- The Hartree-Fock energy `W(U)` within this one-parameter family: the infimum of the mean-field
energy over all magnetisations in `[-1, 1]`. -/
def hfEnergy (t U : ℝ) : ℝ := sInf (energy t U '' Icc (-1) 1)

/-- For `t > 0` and `U ≤ 2t` the Hartree-Fock energy is linear in `U`. -/
theorem hfEnergy_of_le {t U : ℝ} (ht : 0 < t) (hU : U ≤ 2 * t) :
    hfEnergy t U = U / 2 - 2 * t := by
  apply IsLeast.csInf_eq
  constructor
  · refine ⟨0, by norm_num, ?_⟩
    have h1 : Real.sqrt (1 - (0 : ℝ) ^ 2) = 1 := by norm_num
    unfold energy
    rw [h1]
    ring
  · rintro _ ⟨m, hm, rfl⟩
    have h0 : 0 ≤ 1 - m ^ 2 := by nlinarith [hm.1, hm.2]
    have hs0 := Real.sqrt_nonneg (1 - m ^ 2)
    have hs1 : Real.sqrt (1 - m ^ 2) ≤ 1 :=
      Real.sqrt_le_iff.mpr ⟨by norm_num, by nlinarith [sq_nonneg m]⟩
    have hs : U * Real.sqrt (1 - m ^ 2) ^ 2 = U * (1 - m ^ 2) := by rw [Real.sq_sqrt h0]
    unfold energy
    generalize Real.sqrt (1 - m ^ 2) = s at *
    -- the energy difference factorises
    have h2 : 0 ≤ 4 * t - U * (1 + s) := by
      nlinarith [mul_nonneg (sub_nonneg.2 hU) (by linarith : 0 ≤ 1 + s),
        mul_nonneg ht.le (sub_nonneg.2 hs1)]
    nlinarith [mul_nonneg (sub_nonneg.2 hs1) h2]

/-- For `t > 0` and `U ≥ 2t` the Hartree-Fock energy is inversely proportional to `U`. -/
theorem hfEnergy_of_ge {t U : ℝ} (ht : 0 < t) (hU : 2 * t ≤ U) :
    hfEnergy t U = -(2 * t ^ 2 / U) := by
  have hU0 : 0 < U := by linarith
  apply IsLeast.csInf_eq
  constructor
  · have hq0 : 0 ≤ 2 * t / U := by positivity
    have hq1 : 2 * t / U ≤ 1 := (div_le_one hU0).2 hU
    have hr : 0 ≤ 1 - (2 * t / U) ^ 2 := by nlinarith
    have hm := Real.sq_sqrt hr
    have hm0 := Real.sqrt_nonneg (1 - (2 * t / U) ^ 2)
    have hm1 : Real.sqrt (1 - (2 * t / U) ^ 2) ≤ 1 :=
      Real.sqrt_le_iff.mpr ⟨by norm_num, by nlinarith [sq_nonneg (2 * t / U)]⟩
    refine ⟨Real.sqrt (1 - (2 * t / U) ^ 2), ⟨by linarith, hm1⟩, ?_⟩
    unfold energy
    rw [hm, sub_sub_cancel, Real.sqrt_sq hq0]
    field_simp
    ring
  · rintro _ ⟨m, hm, rfl⟩
    have h0 : 0 ≤ 1 - m ^ 2 := by nlinarith [hm.1, hm.2]
    have hs : U * Real.sqrt (1 - m ^ 2) ^ 2 = U * (1 - m ^ 2) := by rw [Real.sq_sqrt h0]
    unfold energy
    generalize Real.sqrt (1 - m ^ 2) = s at *
    -- complete the square
    have hk : 0 ≤ U / 2 * (s - 2 * t / U) ^ 2 := by positivity
    have he : U / 2 * (s - 2 * t / U) ^ 2 = U * s ^ 2 / 2 - 2 * t * s + 2 * t ^ 2 / U := by
      field_simp
      ring
    linarith

/-- For `t > 0` the Hartree-Fock energy is differentiable at every real `U`, with slope `1/2` up
to `U = 2t` and `2t²/U²` beyond. -/
theorem hasDerivAt_hfEnergy {t : ℝ} (ht : 0 < t) (U : ℝ) :
    HasDerivAt (hfEnergy t) (if U ≤ 2 * t then 1 / 2 else 2 * t ^ 2 / U ^ 2) U := by
  have left : ∀ V ≤ 2 * t, HasDerivWithinAt (hfEnergy t) (1 / 2) (Iic (2 * t)) V := by
    intro V hV
    have h : HasDerivAt (fun x : ℝ => x / 2 - 2 * t) (1 / 2) V :=
      ((hasDerivAt_id' V).div_const 2).sub_const (2 * t)
    exact h.hasDerivWithinAt.congr (fun x hx => hfEnergy_of_le ht hx) (hfEnergy_of_le ht hV)
  have right : ∀ V, 2 * t ≤ V →
      HasDerivWithinAt (hfEnergy t) (2 * t ^ 2 / V ^ 2) (Ici (2 * t)) V := by
    intro V hV
    have hV0 : V ≠ 0 := by linarith
    have hi : HasDerivAt (fun x : ℝ => x⁻¹) (-(V ^ 2)⁻¹) V := hasDerivAt_inv hV0
    have h := (hi.const_mul (-(2 * t ^ 2))).congr_deriv
      (show _ = 2 * t ^ 2 / V ^ 2 by ring)
    have e : ∀ x, 2 * t ≤ x → hfEnergy t x = -(2 * t ^ 2) * x⁻¹ := by
      intro x hx
      rw [hfEnergy_of_ge ht hx]
      ring
    exact h.hasDerivWithinAt.congr (fun x hx => e x hx) (e V hV)
  rcases lt_trichotomy U (2 * t) with h | h | h
  · rw [if_pos h.le]
    exact (left U h.le).hasDerivAt (Iic_mem_nhds h)
  · -- at the onset the two one-sided slopes agree
    subst h
    rw [if_pos le_rfl]
    have b := right _ le_rfl
    have e : 2 * t ^ 2 / (2 * t) ^ 2 = 1 / 2 := by
      rw [div_eq_iff (by positivity)]
      ring
    rw [e] at b
    have c := (left _ le_rfl).union b
    rw [Iic_union_Ici] at c
    exact hasDerivWithinAt_univ.1 c
  · rw [if_neg (not_le_of_gt h)]
    exact (right U h.le).hasDerivAt (Ici_mem_nhds h)

/-- Hellmann-Feynman relation: for `t > 0` and any magnetisation `m` that minimises the mean-field
energy at `U`, the slope of the Hartree-Fock energy is `(1 - m²)/2`. -/
theorem hellmann_feynman {t U m : ℝ} (ht : 0 < t) (hm : m ∈ Icc (-1 : ℝ) 1)
    (hmin : IsMinOn (energy t U) (Icc (-1) 1) m) :
    HasDerivAt (hfEnergy t) ((1 - m ^ 2) / 2) U := by
  have hW := hasDerivAt_hfEnergy ht U
  have hE : HasDerivAt (fun V => energy t V m) ((1 - m ^ 2) / 2) U :=
    ((((hasDerivAt_id' U).mul_const (1 - m ^ 2)).div_const 2).const_add
      (-2 * t * Real.sqrt (1 - m ^ 2))).congr_deriv (by ring)
  have hU : hfEnergy t U = energy t U m := by
    apply IsLeast.csInf_eq
    refine ⟨mem_image_of_mem _ hm, ?_⟩
    rintro _ ⟨x, hx, rfl⟩
    exact hmin hx
  have hle : ∀ V, hfEnergy t V ≤ energy t V m := by
    intro V
    have hc : Continuous (energy t V) := by
      show Continuous (fun x : ℝ => -2 * t * Real.sqrt (1 - x ^ 2) + V * (1 - x ^ 2) / 2)
      fun_prop
    exact csInf_le (isCompact_Icc.image hc).bddBelow (mem_image_of_mem _ hm)
  -- the gap between the frozen and the relaxed energy is minimal at `U`
  have hloc : IsLocalMin (fun V => energy t V m - hfEnergy t V) U :=
    Eventually.of_forall fun V => by
      show energy t U m - hfEnergy t U ≤ energy t V m - hfEnergy t V
      linarith [hle V]
  have hz := hloc.hasDerivAt_eq_zero (hE.fun_sub hW)
  exact hW.congr_deriv (by linarith)

/-- For `t > 0` and `U ≤ 2t` the slope of the Hartree-Fock energy has derivative zero
within the half-line up to `2t`. -/
theorem second_deriv_left {t U : ℝ} (ht : 0 < t) (hU : U ≤ 2 * t) :
    HasDerivWithinAt (deriv (hfEnergy t)) 0 (Iic (2 * t)) U := by
  have e : ∀ x ≤ 2 * t, deriv (hfEnergy t) x = 1 / 2 := by
    intro x hx
    rw [(hasDerivAt_hfEnergy ht x).deriv, if_pos hx]
  exact (hasDerivAt_const U (1 / 2 : ℝ)).hasDerivWithinAt.congr (fun x hx => e x hx) (e U hU)

/-- For `t > 0` and `U ≥ 2t` the slope of the Hartree-Fock energy has derivative `-4t²/U³`
within the half-line from `2t` upwards. -/
theorem second_deriv_right {t U : ℝ} (ht : 0 < t) (hU : 2 * t ≤ U) :
    HasDerivWithinAt (deriv (hfEnergy t)) (-(4 * t ^ 2 / U ^ 3)) (Ici (2 * t)) U := by
  have e : ∀ x, 2 * t ≤ x → deriv (hfEnergy t) x = 2 * t ^ 2 * (x⁻¹ * x⁻¹) := by
    intro x hx
    rw [(hasDerivAt_hfEnergy ht x).deriv]
    rcases hx.eq_or_lt with h | h
    · subst h
      rw [if_pos le_rfl]
      field_simp
    · rw [if_neg (not_le_of_gt h)]
      ring
  have hU0 : U ≠ 0 := by linarith
  have hi : HasDerivAt (fun x : ℝ => x⁻¹) (-(U ^ 2)⁻¹) U := hasDerivAt_inv hU0
  have h := ((hi.fun_mul hi).const_mul (2 * t ^ 2)).congr_deriv
    (show _ = -(4 * t ^ 2 / U ^ 3) by ring)
  exact h.hasDerivWithinAt.congr (fun x hx => e x hx) (e U hU)

/-- For `t > 0` the Hartree-Fock energy is differentiable at `U = 2t` with slope `1/2`, while the
derivative of its slope there is `0` from the left and `-1/(2t)` from the right. -/
theorem second_derivative_jump {t : ℝ} (ht : 0 < t) :
    HasDerivAt (hfEnergy t) (1 / 2) (2 * t) ∧
    HasDerivWithinAt (deriv (hfEnergy t)) 0 (Iic (2 * t)) (2 * t) ∧
    HasDerivWithinAt (deriv (hfEnergy t)) (-(1 / (2 * t))) (Ici (2 * t)) (2 * t) := by
  refine ⟨?_, second_deriv_left ht le_rfl, ?_⟩
  · have h := hasDerivAt_hfEnergy ht (2 * t)
    rwa [if_pos le_rfl] at h
  · have e : 4 * t ^ 2 / (2 * t) ^ 3 = 1 / (2 * t) := by
      rw [div_eq_div_iff (by positivity) (by positivity)]
      ring
    have h := second_deriv_right ht (le_refl (2 * t))
    rwa [e] at h

/-- For `t > 0` the slope of the Hartree-Fock energy is not differentiable at `U = 2t`. -/
theorem not_twice_differentiable {t : ℝ} (ht : 0 < t) :
    ¬ DifferentiableAt ℝ (deriv (hfEnergy t)) (2 * t) := by
  intro h
  obtain ⟨-, hl, hr⟩ := second_derivative_jump ht
  have h1 := UniqueDiffWithinAt.eq_deriv _
    (uniqueDiffOn_Iic (2 * t) _ (mem_Iic.2 le_rfl)) h.hasDerivAt.hasDerivWithinAt hl
  have h2 := UniqueDiffWithinAt.eq_deriv _
    (uniqueDiffOn_Ici (2 * t) _ (mem_Ici.2 le_rfl)) h.hasDerivAt.hasDerivWithinAt hr
  have h3 : 0 < 1 / (2 * t) := by positivity
  linarith

/-- For `t > 0` the second derivative of the Hartree-Fock energy tends to `0` as `U` approaches
`2t` from below and to `-1/(2t)` as `U` approaches `2t` from above. -/
theorem second_derivative_limits {t : ℝ} (ht : 0 < t) :
    Tendsto (deriv (deriv (hfEnergy t))) (𝓝[<] (2 * t)) (𝓝 0) ∧
    Tendsto (deriv (deriv (hfEnergy t))) (𝓝[>] (2 * t)) (𝓝 (-(1 / (2 * t)))) := by
  constructor
  · refine tendsto_const_nhds.congr' ?_
    filter_upwards [self_mem_nhdsWithin] with U hU
    have h : U < 2 * t := hU
    exact ((second_deriv_left ht h.le).hasDerivAt (Iic_mem_nhds h)).deriv.symm
  · have hne : (2 * t) ^ 3 ≠ 0 := by positivity
    have hc : ContinuousAt (fun U : ℝ => -(4 * t ^ 2 / U ^ 3)) (2 * t) := by
      fun_prop (disch := exact hne)
    have e : 4 * t ^ 2 / (2 * t) ^ 3 = 1 / (2 * t) := by
      rw [div_eq_div_iff hne (by positivity)]
      ring
    have hl := hc.tendsto.mono_left (nhdsWithin_le_nhds (s := Ioi (2 * t)))
    rw [e] at hl
    refine hl.congr' ?_
    filter_upwards [self_mem_nhdsWithin] with U hU
    have h : 2 * t < U := hU
    exact ((second_deriv_right ht h.le).hasDerivAt (Ici_mem_nhds h)).deriv.symm

end

end HubbardDimerOnset
```

```lean
#print axioms HubbardDimerOnset.hellmann_feynman
#print axioms HubbardDimerOnset.second_derivative_jump
#print axioms HubbardDimerOnset.not_twice_differentiable
#print axioms HubbardDimerOnset.second_derivative_limits
```

```
'HubbardDimerOnset.hellmann_feynman' depends on axioms: [propext, Classical.choice, Quot.sound]
'HubbardDimerOnset.second_derivative_jump' depends on axioms: [propext, Classical.choice, Quot.sound]
'HubbardDimerOnset.not_twice_differentiable' depends on axioms: [propext, Classical.choice, Quot.sound]
'HubbardDimerOnset.second_derivative_limits' depends on axioms: [propext, Classical.choice, Quot.sound]
```

## Slope and curvature at the onset

In the code $E$ is `energy t U m`, and $W$ is `hfEnergy t`, the `sInf` of the image of `Icc (-1) 1`. For every $t>0$ the theorems state:

- $W$ is differentiable at every real $U$, with $W'(2t)=1/2$ (`hasDerivAt_hfEnergy`).
- At $U=2t$ the derivative of $W'$ is $0$ from the left and $-1/(2t)$ from the right (`second_derivative_jump`). The two sides are expressed by `HasDerivWithinAt` on `Iic (2 * t)` and `Ici (2 * t)`.
- Hence $W'$ is not differentiable at $2t$ (`not_twice_differentiable`).
- $W''(U)$ tends to the same two values as $U$ approaches $2t$ from either side (`second_derivative_limits`).
- If $m$ minimises $E(U,\cdot)$ on $[-1,1]$, then $W'(U)=(1-m^2)/2$ (`hellmann_feynman`).

## The determinants behind the energy

Put one electron of each spin into its own orbital with real, non-negative amplitudes on the two sites, with spin-up occupations $(1\pm m)/2$ and spin-down occupations $(1\mp m)/2$. Each spin contributes $-t\sqrt{1-m^2}$ to the hopping energy. The double occupancy, summed over both sites, is $2\cdot\frac{1+m}{2}\cdot\frac{1-m}{2}=(1-m^2)/2$. This gives $E$, which the file takes as its definition; it does not derive it from the Hamiltonian.

The theorems also allow $U<0$, but for strong attraction charge-ordered determinants, which this family omits, lie lower.

In this two-site, one-parameter model, a first derivative of the energy can be taken at frozen $m$ even at the onset of unrestricted Hartree-Fock, whereas a second derivative there depends on the side.

## Minimising over $s=\sqrt{1-m^2}$

With $s\in[0,1]$ the energy is $-2ts+Us^2/2$. For $U\le 2t$,

$$E-\left(\frac U2-2t\right)=\frac{1-s}{2}\,\bigl[4t-U(1+s)\bigr]\ge 0,$$

because $U(1+s)\le 2t(1+s)\le 4t$. Equality holds at $s=1$, that is $m=0$, so $W=U/2-2t$. For $U\ge 2t$,

$$E=\frac U2\left(s-\frac{2t}{U}\right)^2-\frac{2t^2}{U},$$

and $s=2t/U$ is allowed since it lies in $(0,1]$. The minimum is $W=-2t^2/U$, attained at $m=\pm\sqrt{1-4t^2/U^2}$.

These are `hfEnergy_of_le` and `hfEnergy_of_ge`. Each uses `IsLeast.csInf_eq`, which asks for a magnetisation that attains the value and for a lower bound. The step `generalize` replaces the square root by $s$; `nlinarith` then proves the first bound, and the completed square gives the second.

## Differentiating on each side

The closed forms have slopes $1/2$ and $2t^2/U^2$, and at $U=2t$ the second is $2t^2/(4t^2)=1/2$. In `hasDerivAt_hfEnergy`, `congr` carries these derivatives over to $W$ on each closed half-line, and `union` joins them at the onset into a full derivative.

Differentiating again gives $0$ on the left and $-4t^2/U^3$ on the right, which at $U=2t$ is $-4t^2/(8t^3)=-1/(2t)$. These are `second_deriv_left` and `second_deriv_right`. A derivative of $W'$ at $2t$ would have to equal both values, by uniqueness of derivatives on a half-line, and $1/(2t)>0$ forbids that. For the limits, the one-sided formulas are ordinary second derivatives away from $2t$, and $-4t^2/U^3$ is continuous at $U=2t$.

## The slope at frozen magnetisation

Let $m$ minimise the energy at $U$, and set $g(V)=E(V,m)-W(V)$. Then $g(V)\ge0$ for all $V$ and $g(U)=0$, so $g$ has a minimum at $U$. Since $W$ is differentiable, $g'(U)=0$, and therefore

$$W'(U)=\frac{\partial E}{\partial U}(U,m)=\frac{1-m^2}{2}.$$

In the code `hle` is the inequality, `hU` the equality at $U$, and `hloc.hasDerivAt_eq_zero` the vanishing derivative. The minimising $m$ is never differentiated as a function of $U$.

## Zero hopping

For the differentiability of $W$ at every $U$ (`hasDerivAt_hfEnergy`), the condition $t>0$ cannot be relaxed to $t\ge0$. At $t=0$ the energy is $U(1-m^2)/2$, so $W(U)=U/2$ for $U\le0$ and $W(U)=0$ for $U\ge0$. The slope then jumps from $1/2$ to $0$ at $U=2t=0$, and even the first derivative fails to exist.
